# In a binary alloy with uniform hopping on a finite regular triangle-free graph, arrangements of equal composition differ in tr H⁴ by 4t²d² per extra AA bond

## Same composition, different neighbours

To see how short-range order in a binary alloy affects its density of states, I let the species change only the site energy: d on A atoms, 0 on B atoms, and the same hopping t on every bond. I then compare two arrangements with equally many A atoms, one with the A atoms clustered and one with them spread out. On a ring of four sites, tr H² and tr H³ come out the same for both. But the third moment already contains a hop to a neighbour and back. Why doesn't it notice whether that neighbour is an A atom? And when a difference does appear, does it measure the number of AA bonds or some mixture of local features?

## Two hops and two A sites make four steps

The third moment has room for two hops and one site-energy factor. That factor registers one A atom, and the hops count its neighbours whatever their species. To register both ends of an AA bond you need two hops and two site-energy factors, hence the fourth moment. On a finite regular graph without triangles, nothing else in that moment depends on the arrangement once the composition is fixed.

Let A be the adjacency matrix of the graph (the letter also names the species), and let P be the diagonal matrix with P_ii = 1 on A atoms and 0 on B atoms. Then

H = tA + dP, with P² = P.

Write N_A for the number of A atoms, N_AA for the number of AA bonds and z for the coordination number. The zeroth moment is the number of sites. Since A has zero diagonal, tr A = 0 and tr(AP) = 0, so

tr H = d N_A

tr H² = t² tr A² + d² N_A.

For the higher moments, expand the product, rotate each word cyclically under the trace, and shorten PP to P:

tr H³ = t³ tr A³ + 3t²d tr(A²P) + 3td² tr(AP) + d³ N_A

tr H⁴ = t⁴ tr A⁴ + 4t³d tr(A³P) + t²d² [4 tr(A²P) + 2 tr(APAP)] + 4td³ tr(AP) + d⁴ N_A.

In the bracket, four of the six words with two P's have them cyclically adjacent, and two alternate. The remaining traces count closed walks:

- tr(A²P) = z N_A, because (A²)_ii is the number of neighbours of site i.
- tr(A³P) = 0, because a closed three-step walk needs a triangle.
- tr(APAP) = Σ_i Σ_j A_ij P_jj A_ji P_ii = 2N_AA, because each AA bond is counted from both ends.

Therefore

tr H³ = t³ tr A³ + 3z t²d N_A + d³ N_A

tr H⁴ = t⁴ tr A⁴ + 4z t²d² N_A + 4t²d² N_AA + d⁴ N_A.

At equal N_A the moments up to the third agree, and the fourth moments differ by 4t²d² times the difference in N_AA.

Your ring shows this with t = 1 and d = 2. Here z = 2, N_A = 2 and tr A⁴ = 32, so tr H⁴ = 128 + 16 N_AA. The levels confirm it:

- A atoms on opposite sites: 2, 0, 1 ± √5, with fourth powers summing to 128.
- A atoms on neighbouring sites: 2 ± √2, ±√2, with fourth powers summing to 144.

For both arrangements the first three moments are 4, 16 and 40. Per site, the fourth moments are 32 and 36.

Regularity enters through tr(A²P). What the comparison needs there is that the coordination numbers, summed over the A sites, agree between the two arrangements. An open chain of three sites with a single A atom violates this: moving the atom from an end to the centre changes tr H³ by 3t²d, with no AA bond in either case.

In the Lean statement, `V` is the finite set of sites, `G` the graph of bonds, and the finite set `S` holds the sites occupied by A atoms, so `S.card` is N_A. `siteProj S` is P and `hamiltonian G t d S` is H, with hopping entering as +t. `aaGraph G S` keeps the bonds with both ends in `S`, and `aaBonds G S` counts them. The hypothesis `G.IsRegularOfDegree z` gives every site z neighbours, and `G.CliqueFree 3` excludes triangles. A periodic simple cubic cluster with at least four sites along each edge satisfies both.

The main theorem, `moments_and_short_range_order`, says that for all real t and d and any two arrangements `S` and `S'` of equal size, the traces of H^m agree for m ≤ 3 and the fourth ones differ as derived. The moments are plain traces; divide by the number of sites for moments of the density of states per site.

Two further theorems connect this with the spectrum. For a real symmetric matrix M, `trace_pow_eq_sum_roots` equates tr M^m with the sum of the m-th powers of the roots of the characteristic polynomial, counted with multiplicity. `isospectral_same_order` takes t and d nonzero and concludes that two arrangements with the same characteristic polynomial have the same N_A and the same N_AA. Equal composition is a conclusion there, not an assumption.

Uniform hopping is one of several simplifications here: in a real alloy the hopping integrals generally depend on which species sit at the two ends of a bond. The model also leaves out further orbitals, interactions and site energies that vary with the surroundings, and the triangle-free condition excludes the nearest-neighbour fcc lattice. Within the model, an estimate built only on the total moments tr H^m with m ≤ 3 gives the same answer for clustered and dispersed arrangements of equal composition. This does not extend to estimates built on site-resolved moments: (H³)_ii contains t²d times the number of A neighbours of site i, and over all sites these numbers add up to z N_A, whatever the arrangement.

```lean
import Mathlib

open Matrix

namespace AlloyMoments

noncomputable section

variable {V : Type*} [Fintype V] [DecidableEq V]

/-- The projector on the sites occupied by A atoms; `S` is the set of these sites. -/
def siteProj (S : Finset V) : Matrix V V ℝ :=
  Matrix.diagonal fun i => if i ∈ S then 1 else 0

/-- The tight-binding Hamiltonian of a binary alloy: hopping `t` along the bonds of `G`,
site energy `d` on A atoms and `0` on B atoms. -/
def hamiltonian (G : SimpleGraph V) [DecidableRel G.Adj] (t d : ℝ) (S : Finset V) :
    Matrix V V ℝ :=
  t • G.adjMatrix ℝ + d • siteProj S

/-- The graph that keeps only the bonds of `G` joining two A atoms. -/
def aaGraph (G : SimpleGraph V) (S : Finset V) : SimpleGraph V where
  Adj i j := G.Adj i j ∧ i ∈ S ∧ j ∈ S
  symm := ⟨fun _ _ h => ⟨h.1.symm, h.2.2, h.2.1⟩⟩
  loopless := ⟨fun _ h => h.1.ne rfl⟩

instance (G : SimpleGraph V) [DecidableRel G.Adj] (S : Finset V) :
    DecidableRel (aaGraph G S).Adj :=
  fun i j => inferInstanceAs (Decidable (G.Adj i j ∧ i ∈ S ∧ j ∈ S))

/-- The number of AA bonds. -/
def aaBonds (G : SimpleGraph V) [DecidableRel G.Adj] (S : Finset V) : ℕ :=
  (aaGraph G S).edgeFinset.card

/-- The site projector is idempotent. -/
theorem siteProj_mul_self (S : Finset V) : siteProj S * siteProj S = siteProj S := by
  simp [siteProj, Matrix.diagonal_mul_diagonal]

/-- Third moment of `t A + d P` for an idempotent `P`, sorted by closed words in `A` and `P`. -/
theorem trace_cube (A P : Matrix V V ℝ) (hP : P * P = P) (t d : ℝ) :
    ((t • A + d • P) ^ 3).trace = t ^ 3 * (A * A * A).trace
      + 3 * t ^ 2 * d * (A * A * P).trace + 3 * t * d ^ 2 * (A * P).trace
      + d ^ 3 * P.trace := by
  have hX : ∀ X : Matrix V V ℝ, X * P * P = X * P := fun X => by rw [mul_assoc, hP]
  have e : (t • A + d • P) ^ 3 = t ^ 3 • (A * A * A)
      + (t ^ 2 * d) • (A * A * P + A * P * A + P * A * A)
      + (t * d ^ 2) • (A * P * P + P * A * P + P * P * A) + d ^ 3 • (P * P * P) := by
    simp only [pow_succ, pow_zero, one_mul, add_mul, mul_add, smul_mul_assoc,
      mul_smul_comm, smul_smul, smul_add, ← mul_assoc]
    module
  -- cyclic rotations of the words
  have c1 : (A * P * A).trace = (A * A * P).trace := by
    rw [Matrix.trace_mul_comm]; simp only [mul_assoc]
  have c2 : (P * A * A).trace = (A * P * A).trace := by
    rw [Matrix.trace_mul_comm]; simp only [mul_assoc]
  have c3 : (P * A * P).trace = (P * A).trace := by
    rw [Matrix.trace_mul_comm, ← mul_assoc, hP]
  have c4 : (P * A).trace = (A * P).trace := Matrix.trace_mul_comm _ _
  rw [e]
  simp only [hX, hP, Matrix.trace_add, Matrix.trace_smul, smul_eq_mul, c3, c2, c1, c4]
  ring

/-- Fourth moment of `t A + d P` for an idempotent `P`, sorted by closed words in `A` and `P`. -/
theorem trace_fourth (A P : Matrix V V ℝ) (hP : P * P = P) (t d : ℝ) :
    ((t • A + d • P) ^ 4).trace = t ^ 4 * (A * A * A * A).trace
      + 4 * t ^ 3 * d * (A * A * A * P).trace
      + t ^ 2 * d ^ 2 * (4 * (A * A * P).trace + 2 * (A * P * A * P).trace)
      + 4 * t * d ^ 3 * (A * P).trace + d ^ 4 * P.trace := by
  have hX : ∀ X : Matrix V V ℝ, X * P * P = X * P := fun X => by rw [mul_assoc, hP]
  have e : (t • A + d • P) ^ 4 = (t • A + d • P) ^ 3 * (t • A) +
      (t • A + d • P) ^ 3 * (d • P) := by rw [pow_succ, mul_add]
  -- cyclic rotations of the words
  have c1 : (A * A * P * A).trace = (A * A * A * P).trace := by
    rw [Matrix.trace_mul_comm]; simp only [mul_assoc]
  have c2 : (A * P * A * A).trace = (A * A * P * A).trace := by
    rw [Matrix.trace_mul_comm]; simp only [mul_assoc]
  have c3 : (P * A * A * A).trace = (A * P * A * A).trace := by
    rw [Matrix.trace_mul_comm]; simp only [mul_assoc]
  have c4 : (A * P * A).trace = (A * A * P).trace := by
    rw [Matrix.trace_mul_comm]; simp only [mul_assoc]
  have c5 : (P * A * A).trace = (A * P * A).trace := by
    rw [Matrix.trace_mul_comm]; simp only [mul_assoc]
  have c6 : (P * A * A * P).trace = (P * A * A).trace := by
    rw [Matrix.trace_mul_comm, ← mul_assoc, ← mul_assoc, hP]
  have c7 : (P * A * P * A).trace = (A * P * A * P).trace := by
    rw [Matrix.trace_mul_comm]; simp only [mul_assoc]
  have c8 : (P * A * P).trace = (P * A).trace := by
    rw [Matrix.trace_mul_comm, ← mul_assoc, hP]
  have c9 : (P * A).trace = (A * P).trace := Matrix.trace_mul_comm _ _
  rw [e]
  simp only [pow_succ, pow_zero, one_mul, add_mul, mul_add, smul_mul_assoc,
    mul_smul_comm, smul_smul, smul_add, ← mul_assoc, hX, hP, Matrix.trace_add,
    Matrix.trace_smul, smul_eq_mul, c3, c2, c1, c6, c5, c4, c7, c8, c9]
  ring

variable (G : SimpleGraph V) [DecidableRel G.Adj]

/-- On a `z`-regular graph the two-step closed walks from A atoms number `z` per A atom. -/
theorem trace_two_steps {z : ℕ} (hreg : G.IsRegularOfDegree z) (S : Finset V) :
    (G.adjMatrix ℝ * G.adjMatrix ℝ * siteProj S).trace = z * S.card := by
  simp only [Matrix.trace, Matrix.diag_apply, siteProj, Matrix.mul_diagonal,
    SimpleGraph.adjMatrix_mul_self_apply_self, hreg.degree_eq]
  rw [← Finset.mul_sum]
  simp

/-- On a triangle-free graph no three-step walk from an A atom closes. -/
theorem trace_three_steps (htri : G.CliqueFree 3) (S : Finset V) :
    (G.adjMatrix ℝ * G.adjMatrix ℝ * G.adjMatrix ℝ * siteProj S).trace = 0 := by
  refine Finset.sum_eq_zero fun i _ => ?_
  rw [Matrix.diag_apply, siteProj, Matrix.mul_diagonal, Matrix.mul_apply]
  refine mul_eq_zero_of_left (Finset.sum_eq_zero fun k _ => ?_) _
  rw [Matrix.mul_apply, Finset.sum_mul]
  refine Finset.sum_eq_zero fun j _ => ?_
  simp only [SimpleGraph.adjMatrix_apply]
  by_cases h1 : G.Adj i j <;> by_cases h2 : G.Adj j k <;> by_cases h3 : G.Adj k i <;>
    simp only [h1, h2, h3, if_true, if_false, mul_zero, zero_mul]
  exact (htri {i, j, k} (SimpleGraph.is3Clique_triple_iff.2 ⟨h1, h3.symm, h2⟩)).elim

/-- The closed word hop, A atom, hop, A atom counts every AA bond twice. -/
theorem trace_aa (S : Finset V) :
    (G.adjMatrix ℝ * siteProj S * G.adjMatrix ℝ * siteProj S).trace = 2 * aaBonds G S := by
  have h : (∑ i, ((aaGraph G S).degree i : ℝ)) = 2 * aaBonds G S := by
    exact_mod_cast (aaGraph G S).sum_degrees_eq_twice_card_edges
  rw [← h]
  refine Finset.sum_congr rfl fun i _ => ?_
  rw [Matrix.diag_apply, siteProj, Matrix.mul_diagonal, Matrix.mul_apply, Finset.sum_mul,
    ← SimpleGraph.card_neighborFinset_eq_degree, SimpleGraph.neighborFinset_eq_filter,
    Finset.card_filter, Nat.cast_sum]
  refine Finset.sum_congr rfl fun j _ => ?_
  have hadj : (aaGraph G S).Adj i j ↔ G.Adj i j ∧ i ∈ S ∧ j ∈ S := Iff.rfl
  by_cases h1 : G.Adj i j <;> by_cases h2 : i ∈ S <;> by_cases h3 : j ∈ S <;>
    simp [hadj, h1, h2, h3, Matrix.mul_diagonal, G.adj_comm j i]

/-- On a regular triangle-free graph, two arrangements with equally many A atoms have equal
moments up to the third, and their fourth moments differ by `4 t² d²` times the difference in
the numbers of AA bonds. -/
theorem moments_and_short_range_order {z : ℕ} (hreg : G.IsRegularOfDegree z)
    (htri : G.CliqueFree 3) (t d : ℝ) (S S' : Finset V) (hcard : S.card = S'.card) :
    (∀ m ≤ 3, (hamiltonian G t d S ^ m).trace = (hamiltonian G t d S' ^ m).trace) ∧
    (hamiltonian G t d S ^ 4).trace - (hamiltonian G t d S' ^ 4).trace
      = 4 * t ^ 2 * d ^ 2 * ((aaBonds G S : ℝ) - aaBonds G S') := by
  have hP : ∀ T : Finset V, (siteProj T).trace = T.card := fun T => by
    simp [siteProj, Matrix.trace_diagonal]
  have hAP : ∀ T : Finset V, (G.adjMatrix ℝ * siteProj T).trace = 0 := fun T => by
    simp [siteProj, Matrix.trace, Matrix.mul_diagonal]
  -- the second moment: one return hop, or staying on an A atom
  have h2 : ∀ T : Finset V, (hamiltonian G t d T ^ 2).trace
      = t ^ 2 * (G.adjMatrix ℝ * G.adjMatrix ℝ).trace + d ^ 2 * T.card := fun T => by
    have c := Matrix.trace_mul_comm (siteProj T) (G.adjMatrix ℝ)
    simp only [hamiltonian, pow_two, add_mul, mul_add, smul_mul_assoc, mul_smul_comm,
      Matrix.trace_add, Matrix.trace_smul, smul_eq_mul, siteProj_mul_self, c, hAP, hP]
    ring
  constructor
  · intro m hm
    interval_cases m
    · simp
    · simp only [pow_one, hamiltonian, Matrix.trace_add, Matrix.trace_smul, hP, hcard]
    · rw [h2, h2, hcard]
    · simp only [hamiltonian, trace_cube _ _ (siteProj_mul_self _), hAP, hP,
        trace_two_steps G hreg, hcard]
  · simp only [hamiltonian, trace_fourth _ _ (siteProj_mul_self _), hAP, hP,
      trace_two_steps G hreg, trace_three_steps G htri, trace_aa, hcard]
    ring

/-- The `m`-th moment of a real symmetric matrix is the sum of the `m`-th powers of the roots
of its characteristic polynomial, counted with multiplicity. -/
theorem trace_pow_eq_sum_roots (M : Matrix V V ℝ) (hM : M.IsHermitian) (m : ℕ) :
    (M ^ m).trace = (M.charpoly.roots.map fun E => E ^ m).sum := by
  have h := congrArg (fun X : Matrix V V ℝ => (X ^ m).trace) hM.spectral_theorem
  beta_reduce at h
  -- the diagonalising rotation drops out of the trace
  rw [← map_pow, Unitary.conjStarAlgAut_apply, Matrix.trace_mul_cycle,
    Unitary.coe_star_mul_self, one_mul, Matrix.diagonal_pow, Matrix.trace_diagonal] at h
  rw [h, hM.roots_charpoly_eq_eigenvalues, Multiset.map_map]
  rfl

/-- On a regular triangle-free graph with nonzero `t` and `d`, two arrangements whose
Hamiltonians have the same characteristic polynomial have equally many A atoms and equally
many AA bonds. -/
theorem isospectral_same_order {z : ℕ} (hreg : G.IsRegularOfDegree z)
    (htri : G.CliqueFree 3) {t d : ℝ} (ht : t ≠ 0) (hd : d ≠ 0) (S S' : Finset V)
    (hspec : (hamiltonian G t d S).charpoly = (hamiltonian G t d S').charpoly) :
    S.card = S'.card ∧ aaBonds G S = aaBonds G S' := by
  have hH : ∀ T : Finset V, (hamiltonian G t d T).IsHermitian := fun T => by
    refine Matrix.IsHermitian.ext fun i j => ?_
    by_cases h : i = j
    · subst h; simp
    · simp [hamiltonian, siteProj, h, Ne.symm h, G.adj_comm i j]
  have hm : ∀ m : ℕ, (hamiltonian G t d S ^ m).trace = (hamiltonian G t d S' ^ m).trace :=
    fun m => by rw [trace_pow_eq_sum_roots _ (hH S), trace_pow_eq_sum_roots _ (hH S'), hspec]
  have htr : ∀ T : Finset V, (hamiltonian G t d T).trace = d * T.card := fun T => by
    simp [hamiltonian, siteProj, Matrix.trace_add, Matrix.trace_smul, Matrix.trace_diagonal]
  -- the first moment fixes the composition, the fourth the number of AA bonds
  have hcard : S.card = S'.card := by
    have h1 := hm 1
    rw [pow_one, pow_one, htr, htr] at h1
    exact_mod_cast mul_left_cancel₀ hd h1
  refine ⟨hcard, ?_⟩
  have h4 := (moments_and_short_range_order G hreg htri t d S S' hcard).2
  rw [hm 4, sub_self] at h4
  have hne : 4 * t ^ 2 * d ^ 2 ≠ 0 := by positivity
  have h5 := (mul_eq_zero.1 h4.symm).resolve_left hne
  exact_mod_cast sub_eq_zero.1 h5

/-- On the four-site ring, placing two A atoms on neighbouring sites instead of opposite ones
raises the fourth moment by `4 t² d²`. -/
theorem square_ring_witness (t d : ℝ) :
    (hamiltonian (SimpleGraph.cycleGraph 4) t d {0, 1} ^ 4).trace
      - (hamiltonian (SimpleGraph.cycleGraph 4) t d {0, 2} ^ 4).trace
      = 4 * t ^ 2 * d ^ 2 := by
  have hreg : (SimpleGraph.cycleGraph 4).IsRegularOfDegree 2 := by
    unfold SimpleGraph.IsRegularOfDegree
    decide +kernel
  have htri : (SimpleGraph.cycleGraph 4).CliqueFree 3 := by
    unfold SimpleGraph.CliqueFree
    decide +kernel
  have h1 : aaBonds (SimpleGraph.cycleGraph 4) {0, 1} = 1 := by decide +kernel
  have h2 : aaBonds (SimpleGraph.cycleGraph 4) {0, 2} = 0 := by decide +kernel
  rw [(moments_and_short_range_order _ hreg htri t d {0, 1} {0, 2} (by decide)).2, h1, h2]
  norm_num

end

end AlloyMoments
```

```lean
#print axioms AlloyMoments.moments_and_short_range_order
-- 'AlloyMoments.moments_and_short_range_order' depends on axioms: [propext, Classical.choice, Quot.sound]
#print axioms AlloyMoments.isospectral_same_order
-- 'AlloyMoments.isospectral_same_order' depends on axioms: [propext, Classical.choice, Quot.sound]
```

The Lean proof follows the same route. `trace_cube` and `trace_fourth` are the two word expansions, stated for any matrix `A` and any idempotent `P`; `siteProj_mul_self` supplies the idempotence. Inside them, the facts `c1`, `c2` and so on are cyclic rotations obtained from `Matrix.trace_mul_comm`, some combined with shortening PP to P, and `ring` collects the coefficients.

The three walk counts are separate lemmas. `trace_two_steps` replaces the diagonal of A² by the degree. `trace_three_steps` writes the trace as a sum over i, j and k and shows that every term vanishes, since a nonzero one would make {i, j, k} a triangle. `trace_aa` matches the sum over i and j with the degrees in `aaGraph G S`, whose total is twice the number of edges.

The main theorem treats m = 0, 1, 2 and 3 separately through `interval_cases m`, then substitutes the counts into the fourth moment, where the terms common to both arrangements cancel.

For the spectral link, the spectral theorem writes M as a rotated diagonal matrix, and the rotation drops out of the trace. `isospectral_same_order` then reads N_A from the first moment, dividing by d, and N_AA from the fourth, dividing by 4t²d². Finally, `square_ring_witness` applies the main theorem to your ring for general t and d: `decide +kernel` checks by finite computation that the ring is 2-regular and triangle-free and that the two arrangements have one AA bond and none.
